# Massless fermions on a ring in a constant electric field gain axial charge at the long-time rate $eEL/\pi$

A quick argument about massless fermions on a ring in an electric field gives a wrong answer. It says that right-movers and left-movers are not coupled, so the charge of each kind stays constant. This overlooks the filled Dirac sea, whose levels the field carries through zero energy. Here the axial charge, which is the right-moving minus the left-moving charge, is defined by counting the levels that have crossed. It is always an integer and changes in steps. For particles of charge $e$ in a field $E$ on a ring of length $L$, in units with $\hbar=1$, the quantity $eELt/\pi$ is in general not an integer.

For $eE\ge 0$ and $t\ge 0$, the number $N(t)$ of right-moving levels lifted out of the sea satisfies

$$\left|N(t)-\frac{eELt}{2\pi}\right|<1 ,$$

and the axial charge $2N(t)$, divided by $t$, tends to $eEL/\pi$. This is the spectral-flow picture of the axial anomaly in quantum mechanics, for non-interacting fermions in a prescribed uniform field. The gauge-invariantly regularised axial charge of field theory also contains a contribution of the sea. This makes up the difference between the count and $eELt/\pi$, so that the regularised charge grows by exactly $eELt/\pi$. Neither that result nor the local anomaly equation is derived here.

In Lean 4 with Mathlib:

```lean
import Mathlib

open Filter Topology
open scoped Real

namespace RingAxialAnomaly

noncomputable section
```

## The ring, its levels and the growing phase

Units are $\hbar=c=1$. A fermion of charge $e$ lives on a ring of length $L$, and $\theta$ is the phase due to the vector potential. For chirality $\chi=+1$ (right-moving) or $\chi=-1$ (left-moving), the Hamiltonian is

$$H=\chi\left(-i\frac{d}{dx}+\frac{\theta}{L}\right).$$

```lean
/-- The Weyl Hamiltonian `χ (-i d/dx + θ/L)` of chirality `χ` on a ring of length `L`
threaded by the phase `θ`. -/
def weylHamiltonian (χ L θ : ℝ) (ψ : ℝ → ℂ) (x : ℝ) : ℂ :=
  χ * (-Complex.I * deriv ψ x + (θ : ℂ) / L * ψ x)
```

On the plane wave $e^{2\pi i n x/L}$, with $n$ an integer, it gives the energy $\chi(2\pi n+\theta)/L$.

```lean
/-- The level `χ (2πn + θ)/L` of chirality `χ` and mode number `n`. -/
def level (χ L θ : ℝ) (n : ℤ) : ℝ := χ * (2 * π * n + θ) / L
```

The field exerts the force $eE$, so the kinetic momentum $(2\pi n+\theta)/L$ grows at the rate $eE$. Starting from $\varphi_0$, the phase is therefore $\theta(t)=\varphi_0+eELt$.

```lean
/-- The phase around the ring at time `t`, when a field `E` acts on a charge `e`. -/
def phase (φ0 e E L t : ℝ) : ℝ := φ0 + e * E * L * t
```

The field is constant and external, and the fermions do not act back on it. The plane waves do not depend on $\theta$, so a filled mode stays filled while its energy moves.

## Charge as a count of crossings

Initially the sea is full and all levels above it are empty. When the phase goes from $\theta_0$ to $\theta_1$, a right-moving level leaves the sea if its energy was negative and is now zero or positive.

```lean
/-- Right-moving levels that go from negative to nonnegative energy
when the phase changes from `θ0` to `θ1`. -/
def risen (L θ0 θ1 : ℝ) : Set ℤ := {n | level 1 L θ0 n < 0 ∧ 0 ≤ level 1 L θ1 n}
```

A left-moving level enters the sea if its energy was positive and is now zero or negative.

```lean
/-- Left-moving levels that go from positive to nonpositive energy
when the phase changes from `θ0` to `θ1`. -/
def sunk (L θ0 θ1 : ℝ) : Set ℤ := {n | 0 < level (-1) L θ0 n ∧ level (-1) L θ1 n ≤ 0}
```

A level at exactly zero thus counts as outside the sea for right-movers and inside it for left-movers. With this convention the two counts agree at every moment, including the moments of crossing.

Each filled level that leaves the sea is one right-moving particle. Charges are counted in particles, without the factor $e$.

```lean
/-- Right-moving charge: the number of filled levels lifted out of the Dirac sea. -/
def rightCharge (L θ0 θ1 : ℝ) : ℤ := (risen L θ0 θ1).ncard
```

Each empty level that enters the sea is a hole, which contributes $-1$.

```lean
/-- Left-moving charge: minus the number of empty levels that sank into the Dirac sea. -/
def leftCharge (L θ0 θ1 : ℝ) : ℤ := -((sunk L θ0 θ1).ncard : ℤ)
```

The axial charge is the difference of the two.

```lean
/-- Axial charge: right-moving minus left-moving charge. -/
def axialCharge (L θ0 θ1 : ℝ) : ℤ := rightCharge L θ0 θ1 - leftCharge L θ0 θ1
```

## Periodicity fixes the spectrum

For a complex constant $c$, the derivative of $e^{cx}$ along the real line is $c\,e^{cx}$.

```lean
/-- Derivative of a complex exponential along the real line. -/
theorem hasDerivAt_wave (c : ℂ) (x : ℝ) :
    HasDerivAt (fun y : ℝ => Complex.exp (c * y)) (c * Complex.exp (c * x)) x := by
  have h1 : HasDerivAt (fun z : ℂ => c * z) c (x : ℂ) :=
    ((hasDerivAt_id' (x : ℂ)).const_mul c).congr_deriv (mul_one c)
  have h2 : HasDerivAt (fun z : ℂ => Complex.exp (c * z)) (c * Complex.exp (c * x)) (x : ℂ) :=
    h1.cexp.congr_deriv (mul_comm _ _)
  exact h2.comp_ofReal
```

Let $\psi$ be a periodic eigenfunction with eigenvalue $\varepsilon$, and write $a=\theta/L$. Multiplying $\chi(-i\psi'+a\psi)=\varepsilon\psi$ by $i\chi$ and using $\chi^2=1$ gives

$$\psi'=i(\chi\varepsilon-a)\,\psi .$$

Hence $\psi(x)\,e^{-i(\chi\varepsilon-a)x}$ has zero derivative and is constant. Compare its values at $x_0+L$ and $x_0$, where $\psi(x_0)\neq0$. Since $\psi(x_0+L)=\psi(x_0)$, this factor cancels and the two exponentials are equal. Their exponents then differ by $2\pi i n$ for some integer $n$, so

$$(\chi\varepsilon-a)L=-2\pi n,\qquad \varepsilon=\frac{\chi(2\pi(-n)+\theta)}{L},$$

which is the level with mode number $-n$. Conversely, $e^{2\pi i n x/L}$ is periodic, never zero, and has the energy of level $n$.

```lean
/-- A complex number is an eigenvalue of the Weyl Hamiltonian on periodic wave functions
exactly when it is one of the levels `χ (2πn + θ)/L`. -/
theorem weyl_spectrum {χ L : ℝ} (hχ : χ = 1 ∨ χ = -1) (hL : 0 < L) (θ : ℝ) (ε : ℂ) :
    (∃ ψ : ℝ → ℂ, Differentiable ℝ ψ ∧ ψ ≠ 0 ∧ (∀ x, ψ (x + L) = ψ x) ∧
      ∀ x, weylHamiltonian χ L θ ψ x = ε * ψ x) ↔ ∃ n : ℤ, ε = (level χ L θ n : ℂ) := by
  have hχ2 : (χ : ℂ) ^ 2 = 1 := by rcases hχ with rfl | rfl <;> simp
  have hL0 : (L : ℂ) ≠ 0 := by exact_mod_cast hL.ne'
  constructor
  · rintro ⟨ψ, hψ, hne, hper, heig⟩
    obtain ⟨a, ha⟩ : ∃ a : ℂ, a = (θ : ℂ) / L := ⟨_, rfl⟩
    have haL : a * L = θ := by rw [ha]; exact div_mul_cancel₀ _ hL0
    -- the eigenvalue equation is a first-order equation for ψ
    have hd : ∀ x, deriv ψ x = Complex.I * (χ * ε - a) * ψ x := by
      intro x
      have h := heig x
      simp only [weylHamiltonian, ← ha] at h
      linear_combination (Complex.I * χ) * h
        + (-(Complex.I * a * ψ x) - deriv ψ x) * hχ2 + (χ ^ 2 * deriv ψ x) * Complex.I_sq
    -- hence ψ times the inverse exponential has zero derivative
    have hg : ∀ x : ℝ, HasDerivAt
        (fun y : ℝ => ψ y * Complex.exp (-(Complex.I * (χ * ε - a)) * y)) 0 x := by
      intro x
      refine ((hψ x).hasDerivAt.mul
        (hasDerivAt_wave (-(Complex.I * (χ * ε - a))) x)).congr_deriv ?_
      rw [hd x]
      ring
    obtain ⟨x0, hx0⟩ := Function.ne_iff.mp hne
    have hx0' : ψ x0 ≠ 0 := hx0
    have hc := is_const_of_deriv_eq_zero (fun x => (hg x).differentiableAt)
      (fun x => (hg x).deriv) (x0 + L) x0
    simp only [hper x0] at hc
    -- periodicity quantises the momentum
    obtain ⟨n, hn⟩ := Complex.exp_eq_exp_iff_exists_int.mp (mul_left_cancel₀ hx0' hc)
    push_cast at hn
    have hk : (χ * ε - a) * L = -(2 * π * n) := by
      linear_combination Complex.I * hn
        + ((χ * ε - a) * L + 2 * π * n) * Complex.I_sq
    refine ⟨-n, ?_⟩
    simp only [level]
    push_cast
    rw [eq_div_iff hL0]
    linear_combination χ * hk - ε * L * hχ2 + χ * haL
  · rintro ⟨n, rfl⟩
    obtain ⟨c, hc⟩ : ∃ c : ℂ, c = 2 * π * n / L * Complex.I := ⟨_, rfl⟩
    have hcL : c * L = n * (2 * π * Complex.I) := by
      rw [hc]
      field_simp
    refine ⟨fun x => Complex.exp (c * x), fun x => (hasDerivAt_wave c x).differentiableAt,
      fun h => Complex.exp_ne_zero _ (congrFun h 0), fun x => ?_, fun x => ?_⟩
    · refine Complex.exp_eq_exp_iff_exists_int.mpr ⟨n, ?_⟩
      push_cast
      linear_combination hcL
    · simp only [weylHamiltonian, level, (hasDerivAt_wave c x).deriv]
      push_cast
      linear_combination (-(χ * Complex.I * Complex.exp (c * x))) * hc
        - (χ * (2 * π * n / L) * Complex.exp (c * x)) * Complex.I_sq
```

The theorem is an equivalence: a complex number $\varepsilon$ belongs to some nonzero, differentiable, $L$-periodic eigenfunction exactly when it is one of the levels. That $\varepsilon$ is real is a conclusion and not an assumption. In the proof, `hd` is the first-order equation, `hg` the vanishing derivative and `hk` the quantised momentum; the `linear_combination` steps do the algebra with $\chi^2=1$ and $i^2=-1$.

## Lifted levels lie between two ceilings

Since $L>0$, level $n$ is lifted exactly when $2\pi n+\theta_0<0\le 2\pi n+\theta_1$, that is, when

$$-\frac{\theta_1}{2\pi}\le n<-\frac{\theta_0}{2\pi}.$$

For an integer $n$, both bounds may be replaced by their ceilings:

$$\left\lceil-\frac{\theta_1}{2\pi}\right\rceil\le n<\left\lceil-\frac{\theta_0}{2\pi}\right\rceil .$$

```lean
/-- The lifted right-moving levels are the consecutive integers between two ceilings. -/
theorem risen_eq_Ico {L : ℝ} (hL : 0 < L) (θ0 θ1 : ℝ) :
    risen L θ0 θ1 = Set.Ico ⌈-θ1 / (2 * π)⌉ ⌈-θ0 / (2 * π)⌉ := by
  have hp : 0 < 2 * π := by positivity
  ext n
  simp only [risen, level, Set.mem_ofPred_eq, Set.mem_Ico, Int.ceil_le, Int.lt_ceil, one_mul]
  rw [div_lt_iff₀ hL, le_div_iff₀ hL, div_le_iff₀ hp, lt_div_iff₀ hp]
  constructor <;> rintro ⟨h1, h2⟩ <;> constructor <;> linarith
```

`Set.Ico` is the interval that contains its lower end and not its upper end. In particular, only finitely many levels are lifted.

Now let $\theta_0\le\theta_1$, and put $u=-\theta_0/2\pi$ and $v=-\theta_1/2\pi$. The number of lifted levels is $N=\lceil u\rceil-\lceil v\rceil$, while $u-v=(\theta_1-\theta_0)/2\pi$. Therefore

$$N-\frac{\theta_1-\theta_0}{2\pi}=(\lceil u\rceil-u)-(\lceil v\rceil-v).$$

Both brackets lie in $[0,1)$, so their difference lies strictly between $-1$ and $1$.

```lean
/-- When the phase grows from `θ0` to `θ1`, the number of lifted right-moving levels differs
from `(θ1 - θ0)/2π` by less than one. -/
theorem abs_rightCharge_sub_lt_one {L θ0 θ1 : ℝ} (hL : 0 < L) (h : θ0 ≤ θ1) :
    |(rightCharge L θ0 θ1 : ℝ) - (θ1 - θ0) / (2 * π)| < 1 := by
  have hle : ⌈-θ1 / (2 * π)⌉ ≤ ⌈-θ0 / (2 * π)⌉ := by
    apply Int.ceil_mono
    gcongr
  have hN : rightCharge L θ0 θ1 = ⌈-θ0 / (2 * π)⌉ - ⌈-θ1 / (2 * π)⌉ := by
    rw [rightCharge, risen_eq_Ico hL, ← Finset.coe_Ico, Set.ncard_coe_finset, Int.card_Ico]
    exact Int.toNat_of_nonneg (sub_nonneg.mpr hle)
  have hs : (θ1 - θ0) / (2 * π) = -θ0 / (2 * π) - -θ1 / (2 * π) := by ring
  rw [hN, hs]
  push_cast
  -- each ceiling exceeds its argument by less than one
  have a1 := Int.le_ceil (-θ0 / (2 * π))
  have a2 := Int.ceil_lt_add_one (-θ0 / (2 * π))
  have b1 := Int.le_ceil (-θ1 / (2 * π))
  have b2 := Int.ceil_lt_add_one (-θ1 / (2 * π))
  rw [abs_lt]
  constructor <;> linarith
```

Here `hN` is the count as a difference of ceilings, and `a1` to `b2` are the bounds on the two brackets.

As an instance, take $L=1$, $eE=\pi$, $\varphi_0=-\pi/2$ and $t=3$, so that the phase ends at $5\pi/2$. The ceilings are $\lceil-5/4\rceil=-1$ and $\lceil1/4\rceil=1$, and the lifted levels are $n=-1$ and $n=0$. Their energies go from $-5\pi/2$ and $-\pi/2$ to $\pi/2$ and $5\pi/2$. So $N=2$, against $eELt/2\pi=3/2$.

If the phase grows by $k$ flux quanta, $\theta_1=\theta_0+2\pi k$, the bound reads $|N-k|<1$. Two integers at distance less than one are equal, so $N=k$, whatever the starting phase.

```lean
/-- Increasing the phase by `k` flux quanta `2π` lifts exactly `k` right-moving levels. -/
theorem rightCharge_flux_quanta {L : ℝ} (hL : 0 < L) (θ0 : ℝ) (k : ℕ) :
    rightCharge L θ0 (θ0 + 2 * π * k) = k := by
  have hle : θ0 ≤ θ0 + 2 * π * k := le_add_of_nonneg_right (by positivity)
  have h := abs_rightCharge_sub_lt_one hL hle
  have hk : (θ0 + 2 * π * k - θ0) / (2 * π) = (k : ℝ) := by
    rw [add_sub_cancel_left]
    exact mul_div_cancel_left₀ _ (by positivity)
  rw [hk] at h
  have h' : |rightCharge L θ0 (θ0 + 2 * π * k) - (k : ℤ)| < 1 := by exact_mod_cast h
  exact sub_eq_zero.mp (Int.abs_lt_one_iff.mp h')
```

## Left-movers mirror right-movers

For equal $n$ and $\theta$, the left-moving energy is the negative of the right-moving one. A left-moving level therefore sinks exactly when the right-moving level with the same $n$ rises. The right charge is $N$, the left charge is $-N$, and their sum is zero.

```lean
/-- The right-moving and left-moving charges add up to zero. -/
theorem total_charge_conserved (L θ0 θ1 : ℝ) :
    rightCharge L θ0 θ1 + leftCharge L θ0 θ1 = 0 := by
  have hneg : ∀ θ n, level (-1) L θ n = -level 1 L θ n := by
    intro θ n
    simp only [level]
    ring
  have hset : sunk L θ0 θ1 = risen L θ0 θ1 := by
    ext n
    simp only [sunk, risen, Set.mem_ofPred_eq, hneg, neg_pos, neg_nonpos]
  rw [rightCharge, leftCharge, hset, add_neg_cancel]
```

The field changes the two charges separately but not the total. The axial charge is $N-(-N)=2N$.

## The long-time rate

With $\theta_0=\varphi_0$ and $\theta_1=\varphi_0+eELt$, the phase has grown by $eELt$, which is nonnegative for $eE\ge0$ and $t\ge0$. The bound on the count becomes $|N(t)-eELt/2\pi|<1$. For $t>0$ it follows that

$$\left|\frac{2N(t)}{t}-\frac{eEL}{\pi}\right|=\frac{2}{t}\left|N(t)-\frac{eELt}{2\pi}\right|<\frac{2}{t},$$

and the right-hand side tends to zero.

```lean
/-- For `eE ≥ 0`, the number of lifted right-moving levels differs from `eELt/2π` by less than one
at every `t ≥ 0`, and the axial charge divided by `t` tends to `eEL/π` as `t → ∞`. -/
theorem axial_anomaly {L e E : ℝ} (hL : 0 < L) (hE : 0 ≤ e * E) (φ0 : ℝ) :
    (∀ t, 0 ≤ t →
      |(rightCharge L φ0 (phase φ0 e E L t) : ℝ) - e * E * L * t / (2 * π)| < 1) ∧
    Tendsto (fun t : ℝ => (axialCharge L φ0 (phase φ0 e E L t) : ℝ) / t) atTop
      (𝓝 (e * E * L / π)) := by
  have hb : ∀ t, 0 ≤ t →
      |(rightCharge L φ0 (phase φ0 e E L t) : ℝ) - e * E * L * t / (2 * π)| < 1 := by
    intro t ht
    have hle : φ0 ≤ phase φ0 e E L t :=
      le_add_of_nonneg_right (mul_nonneg (mul_nonneg hE hL.le) ht)
    have h := abs_rightCharge_sub_lt_one hL hle
    have hs : phase φ0 e E L t - φ0 = e * E * L * t := by
      simp only [phase]
      ring
    rwa [hs] at h
  refine ⟨hb, ?_⟩
  -- the deviation of the rate from its limit is at most 2/t
  have hlim : Tendsto (fun t : ℝ => 2 / t) atTop (𝓝 0) :=
    tendsto_const_nhds.div_atTop tendsto_id
  rw [tendsto_iff_norm_sub_tendsto_zero]
  refine squeeze_zero' (Eventually.of_forall fun t => norm_nonneg _) ?_ hlim
  filter_upwards [eventually_gt_atTop (0 : ℝ)] with t ht
  have h := hb t ht.le
  have hax : axialCharge L φ0 (phase φ0 e E L t)
      = 2 * rightCharge L φ0 (phase φ0 e E L t) := by
    have h0 := total_charge_conserved L φ0 (phase φ0 e E L t)
    rw [axialCharge]
    linarith
  have hq : (axialCharge L φ0 (phase φ0 e E L t) : ℝ) / t - e * E * L / π
      = 2 * ((rightCharge L φ0 (phase φ0 e E L t) : ℝ) - e * E * L * t / (2 * π)) / t := by
    rw [hax]
    push_cast
    field_simp
  rw [Real.norm_eq_abs, hq, abs_div, abs_of_pos ht, abs_mul, abs_two]
  exact div_le_div_of_nonneg_right (by linarith) ht.le

end

end RingAxialAnomaly
```

The first part of the theorem holds at every $t\ge0$; the second, written with `Tendsto` and `atTop`, is the limit $t\to\infty$. In the proof, `hax` is the doubling, `hq` the identity just displayed without absolute values, and `squeeze_zero'` takes the limit. In the instance above, the axial charge is $4$ at $t=3$, which gives a mean rate of $4/3$ against the limit $1$; the difference $1/3$ is below $2/t=2/3$.

```lean
#print axioms RingAxialAnomaly.weyl_spectrum
#print axioms RingAxialAnomaly.rightCharge_flux_quanta
#print axioms RingAxialAnomaly.axial_anomaly
```

```
'RingAxialAnomaly.weyl_spectrum' depends on axioms: [propext, Classical.choice, Quot.sound]
'RingAxialAnomaly.rightCharge_flux_quanta' depends on axioms: [propext, Classical.choice, Quot.sound]
'RingAxialAnomaly.axial_anomaly' depends on axioms: [propext, Classical.choice, Quot.sound]
```

## A field in the opposite direction

The hypothesis $eE\ge0$ fixes the direction in which levels move, and the definitions count crossings in that direction only. Take $L=1$, $\varphi_0=0$ and $eE=-2\pi$. At $t=1$ a lifted level would need $n<0$ and $n\ge1$, so there is none. Then $N=0$ while $eELt/2\pi=-1$, and the distance is exactly $1$, which violates the strict bound. The limit fails too: no right-moving level rises and no left-moving level sinks at any later time, so the axial charge as defined stays at zero, whereas $eEL/\pi=-2$. Physically, the right-moving levels now sink and the left-moving ones rise, and a description of this case needs the opposite crossings to be counted.
